# A lower bound on dual projector norms at equally spaced reference energies

When a PAW or ultrasoft dataset is generated with several partial waves per angular-momentum channel, the reference energies have to be chosen before the projectors are built. If the waves lie on a fixed smooth curve in energy, moving equally spaced reference energies closer together eventually makes every dual projector large. The bound below says how large each must be at least, given a limit on an energy derivative of the waves, whose order is one less than the number of waves.

## The bound and its use in dataset generation

Let \(\varphi(E)\) be the pseudo partial wave at energy \(E\), written here without its usual tilde and regarded as a vector in a real inner-product space \(V\). For one channel, \(V\) can be a space of real radial functions on the augmentation sphere. Take \(n+1\) reference energies \(E_0+jh\), with \(j=0,\dots,n\) and spacing \(h>0\), and projectors \(p_0,\dots,p_n\) that satisfy

\[
\langle p_k,\varphi(E_0+jh)\rangle=\delta_{kj}.
\]

If \(\varphi\) is \(n\) times continuously differentiable and \(\|\varphi^{(n)}(E)\|\le M\) on \([E_0,E_0+nh]\), then \(M>0\) and

\[
\|p_k\|\ \ge\ \frac{\binom nk}{M\,h^n},\qquad k=0,\dots,n .
\]

The constant \(M\) limits how far the waves can depart, over the window, from a polynomial of degree below \(n\) in the energy. With two waves it limits the energy derivative \(\dot\varphi\), with three the second derivative.

A code meets the projector norm whenever it evaluates \(\langle p_k,\tilde\psi\rangle\) for a smooth wavefunction \(\tilde\psi\): an error \(\eta\) in \(\tilde\psi\) can change the result by as much as \(\|p_k\|\,\|\eta\|\). The bound holds for any set of projectors that is dual to the waves, so a different construction recipe cannot evade it while the waves stay the same.

## From finite differences to projector norms

Write \((\Delta_h\varphi)(E)=\varphi(E+h)-\varphi(E)\) for the forward difference.

**The \(n\)-th difference is small.** Let \(F_0,\dots,F_n\) be functions with \(F_i'=F_{i+1}\) for \(i<n\), and let \(\|F_n\|\le M\) on \([a,a+nh]\). Then \(\|\Delta_h^nF_0(a)\|\le Mh^n\), by induction on \(n\).

For \(n=0\) this is the hypothesis at the point \(a\). For the step to \(n+1\), the bound is \(\|F_{n+1}\|\le M\) on \([a,a+(n+1)h]\). Set \(G_i(x)=F_i(x+h)-F_i(x)\), so that \(G_i'=G_{i+1}\) for \(i<n\). For \(x\in[a,a+nh]\) the interval \([x,x+h]\) lies in the larger window. If \(G_n(x)\neq0\), let \(e\) be the unit vector along it. The scalar mean value theorem gives a \(\xi\) between \(x\) and \(x+h\) with

\[
\|G_n(x)\|=\langle e,F_n(x+h)\rangle-\langle e,F_n(x)\rangle=h\,\langle e,F_{n+1}(\xi)\rangle\le Mh .
\]

The induction hypothesis for the \(G_i\), with \(Mh\) in place of \(M\), yields

\[
\|\Delta_h^{n+1}F_0(a)\|=\|\Delta_h^nG_0(a)\|\le (Mh)h^n=Mh^{n+1}.
\]

Taking \(F_i=\varphi^{(i)}\) and \(a=E_0\) gives \(\|\Delta_h^n\varphi(E_0)\|\le Mh^n\).

**A projector sees one term of it.** Since \(\Delta_h\) is the shift by \(h\) minus the identity, the binomial theorem gives

\[
\Delta_h^n\varphi(E_0)=\sum_{j=0}^n(-1)^{n-j}\binom nj\,\varphi(E_0+jh),
\]

and duality leaves only \(j=k\):

\[
\langle p_k,\Delta_h^n\varphi(E_0)\rangle=(-1)^{n-k}\binom nk .
\]

**Cauchy–Schwarz joins the two.**

\[
\binom nk\le\|p_k\|\,\|\Delta_h^n\varphi(E_0)\|\le\|p_k\|\,M h^n .
\]

The left side is at least 1, so \(M>0\), and division gives the bound.

**Shrinking spacing.** Let \(n\ge1\), and keep \(\varphi\) and \(E_0\) fixed. For \(h\le1\) all windows lie in \([E_0,E_0+n]\), where the continuous \(n\)-th derivative is bounded by some \(C\). The bound gives \(C>0\) and

\[
\|p_k\|\ge\frac1{C h^n}\ge\frac1{C h}\to\infty\qquad(h\to0^+).
\]

**The smallest case.** For \(n=0\) there is one wave and no spacing. The bound reads \(\|p_0\|\ge1/M\) with \(\|\varphi(E_0)\|\le M\), and it forces no divergence.

**Equality.** Take \(E_0=0\), \(n=2\) and, in \(\mathbb R^3\),

\[
\varphi(E)=\Big(\frac{E(2h-E)}{h^2},\,1,\,\frac Eh\Big).
\]

At \(0,h,2h\) this gives \((0,1,0)\), \((1,1,1)\) and \((0,1,2)\), with dual projectors \((-\tfrac12,1,-\tfrac12)\), \((1,0,0)\) and \((-\tfrac12,0,\tfrac12)\). The second derivative is \((-2/h^2,0,0)\), so \(M=2/h^2\) and the bound for \(p_1\) is \(2/(Mh^2)=1=\|p_1\|\). The projectors do not depend on \(h\), because the three waves at the reference energies do not. This is consistent with the divergence above, which concerns a fixed curve: here the curve changes with \(h\) and its \(M\) grows.

## The Lean file

`IsDual φ E₀ h p` is the duality condition, with `k` and `j` running over `Fin (n + 1)`, that is, from 0 to \(n\). `ContDiff ℝ n φ` states the smoothness, `iteratedDeriv n φ` is \(\varphi^{(n)}\), and `(fwdDiff h)^[n]` is \(\Delta_h^n\).

The main theorem, `projector_norm_ge`, takes a smooth curve, a positive spacing, a bound `M` on the window and dual projectors. It returns both `0 < M` and the inequality for each `k`. In `projector_norm_tendsto_atTop` the projectors may depend on \(h\), and duality is needed only for all sufficiently small \(h>0\). The equality example is `projector_norm_ge_sharp`.

```lean
import Mathlib

open Set Filter Topology

namespace ProjectorGrowth

noncomputable section

variable {V : Type*} [NormedAddCommGroup V] [InnerProductSpace ℝ V]

/-- The projectors `p 0, …, p n` are dual to the partial waves `φ (E₀ + j h)` taken at
`n + 1` equally spaced reference energies. -/
def IsDual {n : ℕ} (φ : ℝ → V) (E₀ h : ℝ) (p : Fin (n + 1) → V) : Prop :=
  ∀ k j : Fin (n + 1), inner ℝ (p k) (φ (E₀ + ((j : ℕ) : ℝ) * h)) = if k = j then 1 else 0

/-- If `F 0, F 1, …, F n` are successive derivatives and `F n` is bounded by `M` on the window
`[a, a + n h]`, `h ≥ 0`, then the `n`-th forward difference of `F 0` at `a` is at most `M h ^ n`. -/
theorem norm_fwdDiff_chain_le (n : ℕ) : ∀ (F : ℕ → ℝ → V) (a h M : ℝ), 0 ≤ h →
    (∀ i < n, ∀ x, HasDerivAt (F i) (F (i + 1) x) x) →
    (∀ x ∈ Icc a (a + n * h), ‖F n x‖ ≤ M) →
    ‖(fwdDiff h)^[n] (F 0) a‖ ≤ M * h ^ n := by
  induction n with
  | zero =>
    intro F a h M _ _ hM
    simpa using hM a (by simp)
  | succ n ih =>
    intro F a h M hh hF hM
    rw [Function.iterate_succ_apply]
    -- one difference costs one derivative and gains one factor `h`
    have key := ih (fun i x => F i (x + h) - F i x) a h (M * h) hh
      (fun i hi x => ((hF i (by omega) (x + h)).comp_add_const x h).fun_sub
        (hF i (by omega) x))
      (by
        intro x hx
        have hx1 := hx.1
        have hx2 := hx.2
        have e : a + ((n + 1 : ℕ) : ℝ) * h = a + n * h + h := by push_cast; ring
        have mv := Convex.norm_image_sub_le_of_norm_hasDerivWithin_le
          (f := F n) (f' := F (n + 1)) (C := M) (s := Icc a (a + ((n + 1 : ℕ) : ℝ) * h))
          (x := x) (y := x + h)
          (fun y _ => (hF n (by omega) y).hasDerivWithinAt) hM (convex_Icc _ _)
          ⟨hx1, by rw [e]; linarith⟩ ⟨by linarith, by rw [e]; linarith⟩
        rwa [add_sub_cancel_left, Real.norm_eq_abs, abs_of_nonneg hh] at mv)
    calc _ ≤ M * h * h ^ n := key
      _ = M * h ^ (n + 1) := by ring

/-- For a `C^n` curve of partial waves whose `n`-th energy derivative is at most `M` on the
window `[E₀, E₀ + n h]`, `h ≥ 0`, the `n`-th forward difference at `E₀` is at most `M h ^ n`. -/
theorem norm_fwdDiff_le {n : ℕ} {φ : ℝ → V} {E₀ h M : ℝ} (hφ : ContDiff ℝ n φ) (hh : 0 ≤ h)
    (hM : ∀ E ∈ Icc E₀ (E₀ + n * h), ‖iteratedDeriv n φ E‖ ≤ M) :
    ‖(fwdDiff h)^[n] φ E₀‖ ≤ M * h ^ n := by
  have hd : ∀ i < n, ∀ x, HasDerivAt (iteratedDeriv i φ) (iteratedDeriv (i + 1) φ x) x := by
    intro i hi x
    rw [iteratedDeriv_succ]
    exact (hφ.differentiable_iteratedDeriv i (by exact_mod_cast hi) x).hasDerivAt
  have key := norm_fwdDiff_chain_le n (fun i => iteratedDeriv i φ) E₀ h M hh hd hM
  simpa only [iteratedDeriv_zero] using key

/-- A dual projector picks a single binomial coefficient, up to sign, out of the `n`-th forward
difference of the partial waves. -/
theorem inner_fwdDiff {n : ℕ} {φ : ℝ → V} {E₀ h : ℝ} {p : Fin (n + 1) → V}
    (hp : IsDual φ E₀ h p) (k : Fin (n + 1)) :
    inner ℝ (p k) ((fwdDiff h)^[n] φ E₀) = (-1) ^ (n - (k : ℕ)) * (n.choose k : ℝ) := by
  rw [fwdDiff_iter_eq_sum_shift, inner_sum]
  have term : ∀ j ∈ Finset.range (n + 1),
      inner ℝ (p k) (((-1 : ℤ) ^ (n - j) * (n.choose j : ℤ)) • φ (E₀ + j • h)) =
        if j = (k : ℕ) then (-1 : ℝ) ^ (n - j) * (n.choose j : ℝ) else 0 := by
    intro j hj
    have hd : inner ℝ (p k) (φ (E₀ + (j : ℝ) * h)) =
        if k = ⟨j, Finset.mem_range.mp hj⟩ then 1 else 0 := hp k ⟨j, Finset.mem_range.mp hj⟩
    rw [← Int.cast_smul_eq_zsmul ℝ, inner_smul_right, nsmul_eq_mul, hd]
    by_cases e : j = (k : ℕ)
    · rw [if_pos (Fin.ext e.symm), if_pos e]
      push_cast
      ring
    · rw [if_neg (fun h' => e (congrArg Fin.val h').symm), if_neg e, mul_zero]
  rw [Finset.sum_congr rfl term, Finset.sum_ite_eq', if_pos (Finset.mem_range.mpr k.isLt)]

/-- Projectors dual to partial waves at `n + 1` energies with spacing `h > 0` satisfy
`‖p k‖ ≥ binomial(n, k) / (M h ^ n)`, where `M`, necessarily positive, bounds the `n`-th energy
derivative of the `C^n` curve of partial waves on the window of reference energies. -/
theorem projector_norm_ge {n : ℕ} {φ : ℝ → V} {E₀ h M : ℝ} {p : Fin (n + 1) → V}
    (hφ : ContDiff ℝ n φ) (hh : 0 < h)
    (hM : ∀ E ∈ Icc E₀ (E₀ + n * h), ‖iteratedDeriv n φ E‖ ≤ M)
    (hp : IsDual φ E₀ h p) (k : Fin (n + 1)) :
    0 < M ∧ (n.choose k : ℝ) / (M * h ^ n) ≤ ‖p k‖ := by
  -- Cauchy-Schwarz between the projector and the finite difference
  have hb : (n.choose k : ℝ) ≤ ‖p k‖ * (M * h ^ n) := by
    have cs := abs_real_inner_le_norm (p k) ((fwdDiff h)^[n] φ E₀)
    rw [inner_fwdDiff hp k, abs_mul, abs_pow, abs_neg, abs_one, one_pow, one_mul,
      Nat.abs_cast] at cs
    exact cs.trans (mul_le_mul_of_nonneg_left (norm_fwdDiff_le hφ hh.le hM) (norm_nonneg _))
  have hc : (0 : ℝ) < n.choose k := by
    exact_mod_cast Nat.choose_pos (Nat.lt_succ_iff.mp k.isLt)
  have hpow : 0 < h ^ n := pow_pos hh n
  have hM0 : 0 < M := by
    by_contra hneg
    have hneg' : 0 ≤ -M := by linarith
    nlinarith [mul_nonneg (norm_nonneg (p k)) (mul_nonneg hneg' hpow.le)]
  exact ⟨hM0, (div_le_iff₀ (mul_pos hM0 hpow)).mpr hb⟩

/-- For a `C^n` curve of partial waves with `n ≥ 1`, the norm of every dual projector diverges
as the spacing of the `n + 1` reference energies shrinks to zero. -/
theorem projector_norm_tendsto_atTop {n : ℕ} (hn : n ≠ 0) {φ : ℝ → V} {E₀ : ℝ}
    (hφ : ContDiff ℝ n φ) {p : ℝ → Fin (n + 1) → V}
    (hp : ∀ᶠ h in 𝓝[>] (0 : ℝ), IsDual φ E₀ h (p h)) (k : Fin (n + 1)) :
    Tendsto (fun h => ‖p h k‖) (𝓝[>] 0) atTop := by
  -- the `n`-th derivative is bounded on a fixed compact window
  obtain ⟨C, hC⟩ := (isCompact_Icc (a := E₀) (b := E₀ + n)).exists_bound_of_continuousOn
    (hφ.continuous_iteratedDeriv n le_rfl).continuousOn
  have lim : Tendsto (fun h : ℝ => C⁻¹ * h⁻¹) (𝓝[>] 0) atTop ∨ C ≤ 0 := by
    rcases lt_or_ge 0 C with h0 | h0
    · exact Or.inl (tendsto_inv_nhdsGT_zero.const_mul_atTop (inv_pos.mpr h0))
    · exact Or.inr h0
  have main : ∀ᶠ h in 𝓝[>] (0 : ℝ), 0 < C ∧ C⁻¹ * h⁻¹ ≤ ‖p h k‖ := by
    filter_upwards [hp, Ioc_mem_nhdsGT (zero_lt_one' ℝ)] with h hd hh
    have hw : (n : ℝ) * h ≤ n := mul_le_of_le_one_right (Nat.cast_nonneg n) hh.2
    obtain ⟨h0, hb⟩ := projector_norm_ge hφ hh.1
      (fun E hE => hC E ⟨hE.1, by linarith [hE.2]⟩) hd k
    refine ⟨h0, le_trans ?_ hb⟩
    have hc : (1 : ℝ) ≤ n.choose k := by
      exact_mod_cast Nat.choose_pos (Nat.lt_succ_iff.mp k.isLt)
    have hpow : h ^ n ≤ h := pow_le_of_le_one hh.1.le hh.2 hn
    have hpos : 0 < h ^ n := pow_pos hh.1 n
    have hh0 : 0 < h := hh.1
    rw [← mul_inv, ← one_div]
    gcongr
  rcases lim with lim | hneg
  · exact tendsto_atTop_mono' _ (main.mono fun _ hx => hx.2) lim
  · obtain ⟨_, hx⟩ := main.exists
    exact absurd hx.1 (not_lt_of_ge hneg)

local notation "u₀" => (!₂[1, 0, 0] : EuclideanSpace ℝ (Fin 3))
local notation "u₁" => (!₂[0, 1, 0] : EuclideanSpace ℝ (Fin 3))
local notation "u₂" => (!₂[0, 0, 1] : EuclideanSpace ℝ (Fin 3))

/-- A model curve of partial waves in three dimensions, quadratic in the energy `E`, for
spacing `h ≠ 0`. -/
def parabolicWave (h : ℝ) : ℝ → EuclideanSpace ℝ (Fin 3) :=
  fun E => (E * (2 * h - E) / h ^ 2) • u₀ + u₁ + (E / h) • u₂

/-- Three projectors for the model curve `parabolicWave`. -/
def parabolicProjector : Fin 3 → EuclideanSpace ℝ (Fin 3) :=
  ![!₂[-1 / 2, 1, -1 / 2], !₂[1, 0, 0], !₂[-1 / 2, 0, 1 / 2]]

/-- The bound is attained for `n = 2`, `k = 1`: for every spacing `h > 0` the model curve has second
derivative of norm `2 / h ^ 2`, its projectors are dual at the energies `0, h, 2h`, and the middle
one attains equality. -/
theorem projector_norm_ge_sharp {h : ℝ} (hh : 0 < h) :
    ContDiff ℝ 2 (parabolicWave h) ∧
    (∀ E, ‖iteratedDeriv 2 (parabolicWave h) E‖ = 2 / h ^ 2) ∧
    IsDual (n := 2) (parabolicWave h) 0 h parabolicProjector ∧
    ‖parabolicProjector 1‖ = (Nat.choose 2 1 : ℝ) / (2 / h ^ 2 * h ^ 2) := by
  have hne : h ≠ 0 := hh.ne'
  have hu : ‖u₀‖ = 1 := by simp [EuclideanSpace.norm_eq, Fin.sum_univ_succ]
  refine ⟨by unfold parabolicWave; fun_prop, fun E => ?_, ?_, ?_⟩
  · -- differentiate twice
    have d1 : ∀ x, HasDerivAt (parabolicWave h)
        ((2 * (h - x) / h ^ 2) • u₀ + (1 / h) • u₂) x := by
      intro x
      have q : HasDerivAt (fun y : ℝ => y * (2 * h - y) / h ^ 2) (2 * (h - x) / h ^ 2) x :=
        (((hasDerivAt_id' x).fun_mul ((hasDerivAt_id' x).const_sub (2 * h))).div_const
          (h ^ 2)).congr_deriv (by ring)
      have l : HasDerivAt (fun y : ℝ => y / h) (1 / h) x := (hasDerivAt_id' x).div_const h
      exact ((q.smul_const u₀).add_const u₁).fun_add (l.smul_const u₂)
    have d2 : HasDerivAt (fun x : ℝ => (2 * (h - x) / h ^ 2) • u₀ + (1 / h) • u₂)
        ((-2 / h ^ 2) • u₀) E := by
      have q : HasDerivAt (fun y : ℝ => 2 * (h - y) / h ^ 2) (-2 / h ^ 2) E :=
        ((((hasDerivAt_id' E).const_sub h).const_mul 2).div_const (h ^ 2)).congr_deriv (by ring)
      exact (q.smul_const u₀).add_const ((1 / h) • u₂)
    have hf : deriv (parabolicWave h) =
        fun x : ℝ => (2 * (h - x) / h ^ 2) • u₀ + (1 / h) • u₂ := funext fun x => (d1 x).deriv
    have hi : iteratedDeriv 2 (parabolicWave h) = deriv (deriv (parabolicWave h)) := by
      rw [show (2 : ℕ) = 1 + 1 from rfl, iteratedDeriv_succ, iteratedDeriv_one]
    rw [hi, hf, d2.deriv, norm_smul, hu, mul_one, Real.norm_eq_abs, neg_div, abs_neg,
      abs_of_pos (by positivity)]
  · -- at the reference energies the spacing drops out
    have node : ∀ t : ℝ, parabolicWave h (0 + t * h) = (t * (2 - t)) • u₀ + u₁ + t • u₂ := by
      intro t
      have h1 : (0 + t * h) * (2 * h - (0 + t * h)) / h ^ 2 = t * (2 - t) := by
        rw [div_eq_iff (pow_ne_zero 2 hne)]
        ring
      have h2 : (0 + t * h) / h = t := by
        rw [div_eq_iff hne]
        ring
      simp only [parabolicWave, h1, h2]
    intro k j
    rw [node]
    fin_cases k <;> fin_cases j <;>
      norm_num [parabolicProjector, PiLp.inner_apply, Fin.sum_univ_succ]
  · have hp : parabolicProjector 1 = u₀ := rfl
    rw [hp, hu, div_mul_cancel₀ _ (pow_ne_zero 2 hne)]
    norm_num

end

end ProjectorGrowth
```

```lean
#print axioms ProjectorGrowth.projector_norm_tendsto_atTop
-- 'ProjectorGrowth.projector_norm_tendsto_atTop' depends on axioms: [propext, Classical.choice, Quot.sound]
#print axioms ProjectorGrowth.projector_norm_ge_sharp
-- 'ProjectorGrowth.projector_norm_ge_sharp' depends on axioms: [propext, Classical.choice, Quot.sound]
```

## How the lemmas follow the derivation

`norm_fwdDiff_chain_le` is the induction. It is stated for every chain `F` and every `M`, so that the induction hypothesis can be applied to the differences \(G_i\) with the bound `M * h`. Mathlib's mean value inequality on a convex set replaces the argument with the unit vector \(e\). `norm_fwdDiff_le` then inserts the energy derivatives of \(\varphi\).

`inner_fwdDiff` expands the difference into shifted waves and evaluates each inner product by duality, which leaves the term \(j=k\). In `projector_norm_ge`, `abs_real_inner_le_norm` is Cauchy–Schwarz. Positivity of `M` is shown by contradiction: if \(M\le0\), the right side of \(\binom nk\le\|p_k\|Mh^n\) could not be positive.

The divergence proof obtains \(C\) from compactness, which does not say that \(C\) is positive. The proof therefore splits into two cases and rules out \(C\le0\) with the main theorem. The equality proof differentiates the curve twice, substitutes \(E=th\) so that \(h\) drops out at the reference energies, and splits duality with `fin_cases` into nine inner products, which `norm_num` evaluates.

## Assumptions to check in a code

The theorems hold in any real inner-product space, including radial functions sampled on a grid with positive quadrature weights. The projector norms and the bound \(M\) must then both be computed with the norm of that weighted inner product. Complex waves and unequally spaced energies are not treated, and neither are rounding errors.

No radial equation appears in the file. That the waves form a \(C^n\) curve is a hypothesis, imposed on the whole energy axis although `M` is needed only on the window. It concerns the waves as they enter the duality condition, after pseudisation and normalisation, so it is the result of both procedures together that must vary smoothly with energy. If a generator then replaces the waves by linear combinations of them, for instance to orthogonalise them, its final projectors are dual to those combinations, and the bound does not apply to them as it stands.

A jump shows what goes wrong otherwise. Take \(n=1\), \(E_0=0\), \(h=\tfrac12\), and let \(\varphi(E)\) be \((1,0)\) for \(E<\tfrac14\) and \((0,1)\) for \(E\ge\tfrac14\). Away from the jump the derivative is zero, so \(M=1\) would seem a safe choice, and the bound would demand \(\|p_k\|\ge2\). Yet the dual projectors are \((1,0)\) and \((0,1)\), of norm 1. A generator that switches its pseudisation settings between two reference energies can produce such a jump.

The existence of dual projectors is also assumed in the bound, and it requires linearly independent waves. Finally, the inequality works in one direction only: a small value of \(\binom nk/(Mh^n)\) does not certify that the projectors are small, since the waves may be nearly dependent for reasons other than their spacing.
